# A triangle test for removable signs in a real symmetric Hamiltonian with no zero couplings

**Q:** My Monte Carlo simulation samples imaginary-time paths, and each hop from $x$ to $y$ contributes a factor $-H(x,y)$. A positive off-diagonal entry therefore gives a negative factor. Some of these factors can turn positive if I redefine basis states as $s_x|x\rangle$ with $s_x=\pm1$. How can triangles tell me whether all factors can be made positive at once?

**A:** The redefinition turns $H(x,y)$ into $s_xH(x,y)s_y$. Suppose all these new entries are negative for $x\ne y$. Around three distinct states their product is negative, and each sign occurs twice:

$$(s_xH(x,y)s_y)(s_yH(y,z)s_z)(s_zH(z,x)s_x)=H(x,y)H(y,z)H(z,x)<0.$$

**Q:** That gives necessity. Why should triangles suffice?

**A:** Let $H$ be real and symmetric with nonzero off-diagonal entries, and suppose the product around every triangle is negative. Pick a reference state $r$, set $s_r=1$, and choose every other $s_x$ so that $s_xH(r,x)<0$. For distinct $x,y\ne r$, symmetry and $s_x^2=s_y^2=1$ give

$$(s_xH(x,y)s_y)\,(s_xH(r,x))\,(s_yH(r,y))=H(r,x)H(x,y)H(y,r)<0.$$

The last two factors on the left are negative, so their product is positive and the first factor must be negative. With one or two states there are no triangles, and the same choice of signs works.

**Q:** Show me numbers.

**A:** Take states $0,1,2$ with $H(0,1)=2$, $H(1,2)=3$, $H(2,0)=-1$. The product is $-6$. With $r=0$ the signs are $s=(1,-1,1)$, and the couplings become $-2,-3,-1$. Change $H(1,2)$ to $-3$ and the product is $+6$, so no signs work.

**Q:** Does the Lean code describe this change of basis, or only some sign pattern?

**A:** The basis is a finite type `n`, and `H` is a real matrix indexed by it.

```lean
import Mathlib

open Matrix

namespace TriangleSignTest

noncomputable section

variable {n : Type*} [Fintype n] [DecidableEq n]
```

The new Hamiltonian is $DHD$ with $D=\mathrm{diag}(s)$. For signs, $D$ is its own inverse, so this is a genuine change of basis.

```lean
/-- The Hamiltonian after each basis state `x` is multiplied by `s x`. -/
def signRotate (s : n → ℝ) (H : Matrix n n ℝ) : Matrix n n ℝ :=
  Matrix.diagonal s * H * Matrix.diagonal s
```

`Cures s H` requires that every `s x` be $1$ or $-1$ and that every off-diagonal entry of $DHD$ be strictly negative. The diagonal is unrestricted.

```lean
/-- The basis signs `s` make every off-diagonal entry of the Hamiltonian negative. -/
structure Cures (s : n → ℝ) (H : Matrix n n ℝ) : Prop where
  sign : ∀ x, s x = 1 ∨ s x = -1
  neg : ∀ x y, x ≠ y → signRotate s H x y < 0
```

The signs chosen from a reference state are given explicitly.

```lean
/-- Signs fixed by a reference state `r`: it has sign `1`, and any other state has sign `1`
if its coupling to `r` is negative and `-1` otherwise. -/
def referenceSigns (H : Matrix n n ℝ) (r : n) (x : n) : ℝ :=
  if x = r then 1 else if H r x < 0 then 1 else -1
```

**Q:** Where does the triangle identity enter?

**A:** First come the entry formula for $DHD$ and the fact that a sign squares to one.

```lean
/-- A change of basis signs multiplies each matrix element by the signs of its two states. -/
theorem signRotate_apply (s : n → ℝ) (H : Matrix n n ℝ) (x y : n) :
    signRotate s H x y = s x * H x y * s y := by
  simp [signRotate, Matrix.diagonal_mul, Matrix.mul_diagonal]

/-- A sign squares to one. -/
private theorem sign_mul_self {a : ℝ} (h : a = 1 ∨ a = -1) : a * a = 1 := by
  rcases h with h | h <;> rw [h] <;> norm_num
```

Necessity then multiplies three negative entries. The `linear_combination` step removes the squared signs. Neither symmetry nor the nonzero assumption is needed here.

```lean
/-- If some basis signs make all off-diagonal entries negative, the product of the original
entries around any triangle of distinct states is negative. -/
theorem triangle_neg_of_cures {s : n → ℝ} {H : Matrix n n ℝ} (h : Cures s H)
    {x y z : n} (hxy : x ≠ y) (hyz : y ≠ z) (hzx : z ≠ x) :
    H x y * H y z * H z x < 0 := by
  have p := mul_neg_of_pos_of_neg
    (mul_pos_of_neg_of_neg (h.neg x y hxy) (h.neg y z hyz)) (h.neg z x hzx)
  simp only [signRotate_apply] at p
  have hx := sign_mul_self (h.sign x)
  have hy := sign_mul_self (h.sign y)
  have hz := sign_mul_self (h.sign z)
  -- every sign occurs twice around the triangle
  have e : (s x * H x y * s y) * (s y * H y z * s z) * (s z * H z x * s x)
      = H x y * H y z * H z x := by
    linear_combination (s y * s y * (s z * s z) * (H x y * H y z * H z x)) * hx
      + (s z * s z * (H x y * H y z * H z x)) * hy + (H x y * H y z * H z x) * hz
  rwa [e] at p
```

For sufficiency, `key` says that couplings to `r` become negative. Pairs containing `r` follow from it by symmetry. For any other pair, `e` is the second displayed identity, and a nonnegative new coupling would contradict its negative right-hand side.

```lean
/-- For symmetric `H`, if a reference state couples to all others and every triangle through it has
a negative product, the signs read off from its couplings make all off-diagonal entries negative. -/
theorem cures_referenceSigns {H : Matrix n n ℝ} (hH : H.IsSymm) (r : n)
    (hne : ∀ x, x ≠ r → H r x ≠ 0)
    (ht : ∀ x y, x ≠ r → y ≠ r → x ≠ y → H r x * H x y * H y r < 0) :
    Cures (referenceSigns H r) H := by
  have hs : ∀ x, referenceSigns H r x = 1 ∨ referenceSigns H r x = -1 := by
    intro x
    unfold referenceSigns
    split_ifs <;> simp
  have root : referenceSigns H r r = 1 := by simp [referenceSigns]
  -- the couplings to the reference state become negative
  have key : ∀ x, x ≠ r → referenceSigns H r x * H r x < 0 := by
    intro x hx
    rcases lt_or_gt_of_ne (hne x hx) with h | h
    · simp [referenceSigns, hx, h]
    · simp [referenceSigns, hx, not_lt.mpr h.le, h]
  refine ⟨hs, fun x y hxy => ?_⟩
  rw [signRotate_apply]
  by_cases hx : x = r
  · have k := key y (fun h => hxy (hx.trans h.symm))
    rw [hx, root]
    linarith
  by_cases hy : y = r
  · have k := key x hx
    have h0 : H x r = H r x := hH.apply r x
    rw [hy, root, h0]
    linarith
  -- the remaining couplings are fixed by the triangle r, x, y
  have t := ht x y hx hy hxy
  have h0 : H y r = H r y := hH.apply r y
  rw [h0] at t
  have sx := sign_mul_self (hs x)
  have sy := sign_mul_self (hs y)
  generalize hu : referenceSigns H r x = u at *
  generalize hv : referenceSigns H r y = v at *
  have kx : u * H r x < 0 := hu ▸ key x hx
  have ky : v * H r y < 0 := hv ▸ key y hy
  have e : (u * H x y * v) * ((u * H r x) * (v * H r y)) = H r x * H x y * H r y := by
    linear_combination (v * v * (H r x * H x y * H r y)) * sx
      + (H r x * H x y * H r y) * sy
  by_contra hc
  have q := mul_nonneg (not_lt.mp hc) (mul_pos_of_neg_of_neg kx ky).le
  rw [e] at q
  linarith
```

**Q:** So must I check every triangle?

**A:** Those through one state suffice, provided that state couples to all others.

```lean
/-- For symmetric `H` and a state `r` coupled to all others, curing signs exist if and only if all
triangles through `r` have a negative product. -/
theorem curable_iff_triangles_at {H : Matrix n n ℝ} (hH : H.IsSymm) (r : n)
    (hne : ∀ x, x ≠ r → H r x ≠ 0) :
    (∃ s, Cures s H) ↔
      ∀ x y, x ≠ r → y ≠ r → x ≠ y → H r x * H x y * H y r < 0 := by
  constructor
  · rintro ⟨s, h⟩ x y hx hy hxy
    exact triangle_neg_of_cures h (Ne.symm hx) hxy hy
  · intro ht
    exact ⟨_, cures_referenceSigns hH r hne ht⟩
```

The full test picks any state as `r`; an empty basis is handled separately. In `curable_iff_triangles`, `hH` is symmetry and `hne` says that every pair of distinct states is directly coupled.

```lean
/-- **Triangle test.** For a real symmetric Hamiltonian with all off-diagonal entries nonzero,
basis signs making all these entries negative exist if and only if the product of the entries
around every triangle of distinct states is negative. -/
theorem curable_iff_triangles {H : Matrix n n ℝ} (hH : H.IsSymm)
    (hne : ∀ x y, x ≠ y → H x y ≠ 0) :
    (∃ s, Cures s H) ↔
      ∀ x y z, x ≠ y → y ≠ z → z ≠ x → H x y * H y z * H z x < 0 := by
  constructor
  · rintro ⟨s, h⟩ x y z hxy hyz hzx
    exact triangle_neg_of_cures h hxy hyz hzx
  · intro ht
    rcases isEmpty_or_nonempty n with h | ⟨⟨r⟩⟩
    · exact ⟨fun _ => 1, ⟨fun x => isEmptyElim x, fun x => isEmptyElim x⟩⟩
    · exact (curable_iff_triangles_at hH r (fun x hx => hne r x (Ne.symm hx))).mpr
        (fun x y hx hy hxy => ht r x y (Ne.symm hx) hxy hy)
```

**Q:** Could two different sign choices both work?

**A:** Only if they differ by a global sign. If $s$ and $t$ both work, $s_rs_xH(r,x)$ and $t_rt_xH(r,x)$ are both negative for $x\ne r$, so $s_rs_x=t_rt_x$; for $x=r$ both sides are $1$. Hence $t=(s_rt_r)s$. The code obtains the equality in `key` by checking the possible signs, then treats $t_r=s_r$ and $t_r=-s_r$ in turn.

```lean
/-- Two sign choices that both make all off-diagonal entries negative agree up to one
global sign. -/
theorem cures_unique {s t : n → ℝ} {H : Matrix n n ℝ} (hs : Cures s H) (ht : Cures t H) :
    t = s ∨ t = -s := by
  rcases isEmpty_or_nonempty n with h | ⟨⟨r⟩⟩
  · exact Or.inl (funext fun x => isEmptyElim x)
  -- the relative sign of any state and r is determined by their coupling
  have key : ∀ x, s r * s x = t r * t x := by
    intro x
    by_cases h : x = r
    · rw [h, sign_mul_self (hs.sign r), sign_mul_self (ht.sign r)]
    have A := hs.neg r x (Ne.symm h)
    have B := ht.neg r x (Ne.symm h)
    rw [signRotate_apply] at A B
    rcases hs.sign r with a | a <;> rcases hs.sign x with b | b <;>
      rcases ht.sign r with c | c <;> rcases ht.sign x with d | d <;>
      rw [a, b] at A <;> rw [c, d] at B <;> rw [a, b, c, d] <;> linarith
  have same : t r = s r ∨ t r = -s r := by
    rcases hs.sign r with a | a <;> rcases ht.sign r with c | c <;> rw [a, c] <;> norm_num
  have sq := sign_mul_self (hs.sign r)
  rcases same with c | c
  · left
    funext x
    have k := key x
    rw [c] at k
    linear_combination (s x - t x) * sq - s r * k
  · right
    funext x
    have k := key x
    rw [c] at k
    change t x = -s x
    linear_combination (-s x - t x) * sq + s r * k
```

**Q:** My lattice Hamiltonians are mostly zeros. Doesn't `hne` exclude them?

**A:** Yes. A zero coupling stays zero, so strictly negative entries are then out of reach. The useful question becomes whether all off-diagonal entries can be made nonpositive, and triangle products do not settle that. `hne` describes a basis in which every state reaches every other in one hop, whereas local models usually leave most pairs uncoupled. Consider a ring of four states:

```lean
/-- A ring of four states with three negative bonds and one positive bond. -/
def frustratedSquare : Matrix (Fin 4) (Fin 4) ℝ :=
  !![0, -1, 0, 1; -1, 0, -1, 0; 0, -1, 0, -1; 1, 0, -1, 0]
```

Any three states include a repeated or an opposite pair, so every triangle product is zero. Yet even nonpositive entries are unattainable: the three negative bonds force $s_0=s_1=s_2=s_3$, and the fourth entry is then $s_3\cdot1\cdot s_0=1$. The proof checks the triangles entry by entry and then runs through the sign choices.

```lean
/-- In the four-state ring all triangle products vanish, yet no basis signs make all
off-diagonal entries nonpositive. -/
theorem frustratedSquare_not_curable :
    (∀ x y z, frustratedSquare x y * frustratedSquare y z * frustratedSquare z x = 0) ∧
    ¬ ∃ s : Fin 4 → ℝ, (∀ x, s x = 1 ∨ s x = -1) ∧
      ∀ x y, x ≠ y → signRotate s frustratedSquare x y ≤ 0 := by
  constructor
  · intro x y z
    fin_cases x <;> fin_cases y <;> fin_cases z <;> simp [frustratedSquare]
  · rintro ⟨s, hs, h⟩
    have h01 := h 0 1 (by decide)
    have h12 := h 1 2 (by decide)
    have h23 := h 2 3 (by decide)
    have h30 := h 3 0 (by decide)
    have e01 : frustratedSquare 0 1 = -1 := by simp [frustratedSquare]
    have e12 : frustratedSquare 1 2 = -1 := by simp [frustratedSquare]
    have e23 : frustratedSquare 2 3 = -1 := by simp [frustratedSquare]
    have e30 : frustratedSquare 3 0 = 1 := by simp [frustratedSquare]
    rw [signRotate_apply, e01] at h01
    rw [signRotate_apply, e12] at h12
    rw [signRotate_apply, e23] at h23
    rw [signRotate_apply, e30] at h30
    -- three bonds force equal signs, the fourth forbids them
    rcases hs 0 with a | a <;> rcases hs 1 with b | b <;>
      rcases hs 2 with c | c <;> rcases hs 3 with d | d <;>
      rw [a, b] at h01 <;> rw [b, c] at h12 <;> rw [c, d] at h23 <;>
      rw [d, a] at h30 <;> linarith

end

end TriangleSignTest
```

```lean
#print axioms TriangleSignTest.curable_iff_triangles
#print axioms TriangleSignTest.cures_unique
#print axioms TriangleSignTest.frustratedSquare_not_curable
```

```
'TriangleSignTest.curable_iff_triangles' depends on axioms: [propext, Classical.choice, Quot.sound]
'TriangleSignTest.cures_unique' depends on axioms: [propext, Classical.choice, Quot.sound]
'TriangleSignTest.frustratedSquare_not_curable' depends on axioms: [propext, Classical.choice, Quot.sound]
```

**Q:** Then what does the test tell me about a sign problem?

**A:** For a finite, fully coupled real Hamiltonian, it decides whether basis signs alone can make every hop factor $-H(x,y)$ positive. Around a closed path the basis signs cancel, so if the test passes, the product of the hop factors there was positive from the start. A failed test does not rule out removing the signs by a basis change that mixes the states, such as a rotation.
